# Cahn–Hilliard flow on a finite graph with symmetric nonnegative weights conserves mass and never raises the free energy

## Drifting mass and rising energy

Suppose a simulation of phase separation slowly loses solute, or its free energy creeps upward. Without knowing what the spatially discretised equations do in exact time, it is unclear whether the fault lies in the spatial scheme or in the time stepping. Some schemes are faulty before any time step is taken. Take two sites where site 1 responds to site 2 but site 2 does not respond back: whatever leaves site 1 arrives nowhere.

For a finite set of sites, two conditions on the couplings exclude such faults. Symmetry means that what leaves one site through a bond enters the other. Nonnegativity means that material moves from high to low chemical potential.

## Sites, bonds and chemical potential

Let the sites stand for cells of equal volume, let $x_i$ be the concentration at site $i$, and let $w_{ij}$ be the weight of the bond between $i$ and $j$, with $w_{ij}=w_{ji}\ge 0$. The weight stands for the bond's mobility, with geometric factors absorbed. The graph Laplacian acts on a site function $f$ by
$$(Lf)_i=\sum_j w_{ij}(f_i-f_j).$$
With this sign, $L$ corresponds to $-\nabla^2$. For a differentiable free energy $F$, the chemical potential is $\mu_i=\partial F/\partial x_i$, and the flow is
$$\dot x=-L\mu(x).$$

## What is stated

The main theorem, `mass_conserved_and_energy_antitone`, says that along any such flow $\sum_i x_i(t)=\sum_i x_i(0)$ for all $t\ge0$, and that $F(x(t))$ is nonincreasing on $[0,\infty)$.

The sites form a finite type `ι`, a state is a function `ι → ℝ`, and a path is `x : ℝ → ι → ℝ`. The hypotheses `hw` and `hpos` are symmetry and nonnegativity of the weights, and `hF` is differentiability of $F$. The predicate `IsFlow` requires continuity on $[0,\infty)$ and the differential equation only for $t>0$, so a solution that starts from initial data need not extend backward in time.

Three further results sharpen or apply this:

- `energy_strict_decrease`: if $0\le a<b$ and $x(a)\ne x(b)$, then $F(x(b))<F(x(a))$. A flow therefore cannot leave a state and later return to it.
- `landauEnergy_potential`: local wells plus a gradient penalty have chemical potential $W'(x_i)+\kappa(Lx)_i$.
- `doubleWell_flow`: the equation $\dot x=-L(x^3-x+\kappa Lx)$ has both properties of the main theorem.

Existence of solutions is assumed, not derived. Time is continuous, the weights are constant, and there is no noise, no source term and no flux through an outer boundary. Differentiability at every real-valued state leaves out the logarithmic mixing entropy, which is defined only for concentrations between 0 and 1. The constant $\kappa$ may be any real number in the theorems; a physical interface penalty has $\kappa>0$.

For simulation practice, the result covers finite-volume schemes of this form on cells of equal volume, with exact time evolution. For unequal cells, the main theorem applies if $x_i$ is read as the amount of solute in cell $i$ instead of its concentration. An explicit Euler step still conserves mass, since it adds a multiple of $L\mu$, but too large a step can raise the energy.

## The derivation by hand

**Summation by parts.** For site functions $g$ and $f$, put
$$S=\sum_i g_i(Lf)_i=\sum_{i,j}w_{ij}\,g_i(f_i-f_j).$$
Exchanging the names $i$ and $j$ and using symmetry gives
$$S=-\sum_{i,j}w_{ij}\,g_j(f_i-f_j).$$
The average of the two expressions is
$$S=\tfrac12\sum_{i,j}w_{ij}(g_i-g_j)(f_i-f_j).$$

**Mass.** Take $g_i=1$ and $f=\mu$. Every difference $g_i-g_j$ vanishes, so
$$\frac{d}{dt}\sum_i x_i=-\sum_i(L\mu)_i=0.$$

**Energy.** The chain rule, followed by the identity with $g=f=\mu$, gives
$$\frac{dF}{dt}=\sum_i\mu_i\dot x_i=-\sum_i\mu_i(L\mu)_i=-\tfrac12\sum_{i,j}w_{ij}(\mu_i-\mu_j)^2\le0.$$

**Strict decrease.** Suppose $F(x(b))\ge F(x(a))$ with $a<b$. Since $F$ never increases, it is constant between the two times, and the last sum is zero there. All its terms are nonnegative, so each vanishes, and $\mu_i=\mu_j$ across every bond of nonzero weight. Then $L\mu=0$, hence $\dot x=0$ on $(a,b)$, and continuity gives $x(a)=x(b)$.

**The Cahn–Hilliard energy.** Let
$$F(x)=\sum_i W(x_i)+\frac{\kappa}{4}\sum_{i,j}w_{ij}(x_i-x_j)^2.$$
The double sum counts each bond twice, so a bond costs $\frac{\kappa}{2}w_{ij}(x_i-x_j)^2$. Using the flow's weights here too is a simplification that suits uniform mobility, whose constant value $\kappa$ can absorb. If the mobility varies from bond to bond, the penalty should have separate weights; the main theorem still applies, since it allows any differentiable $F$. Let $v$ be the unit vector at site $k$. Differentiating along $v$ gives
$$\mu_k=W'(x_k)+\frac{\kappa}{2}\sum_{i,j}w_{ij}(x_i-x_j)(v_i-v_j)=W'(x_k)+\kappa(Lx)_k,$$
where the last step is summation by parts with $g=v$ and $f=x$. For $W(u)=(u^2-1)^2/4$ one has $W'(u)=u^3-u$. The minima lie at $u=\pm1$, so with this well $x_i$ stands for the concentration after a shift and rescaling, common to all sites, that puts the two phases at $\pm1$. Negative values are then admissible, and conservation of $\sum_i x_i$ is still conservation of solute.

**A solvable case.** Take two sites with unit bond, $W(u)=u^2/2$ and $\kappa=1$. For $x=(a,-a)$, $Lx=2x$, so $\mu=3x$ and $\dot x=-6x$. The solution starting at $(1,-1)$ is $(e^{-6t},-e^{-6t})$, with $x_i$ read as the deviation from a reference concentration.

## State-dependent mobility as another model

The weights in the flow could depend on the state, as when mobility is suppressed inside pure phases. `IsFlow` would then take a function $w_{ij}(x)$, symmetric and nonnegative at each $x$, while the gradient penalty would keep fixed weights of its own. The derivation of mass conservation and energy decrease uses the mobilities at one instant only, so it would carry over. The stationary states could change: where a mobility drops to zero, unequal chemical potentials can persist.

## The Lean file

```lean
import Mathlib

open Set

namespace DiscreteCahnHilliard

noncomputable section

variable {ι : Type*} [Fintype ι]

/-- The graph Laplacian with bond weights `w`, acting on a site function `f`. -/
def laplacian (w : ι → ι → ℝ) (f : ι → ℝ) : ι → ℝ :=
  fun i => ∑ j, w i j * (f i - f j)

/-- Half the sum over ordered pairs of sites of the bond weight times the squared difference
of `μ`. -/
def dissipation (w : ι → ι → ℝ) (μ : ι → ℝ) : ℝ :=
  1 / 2 * ∑ i, ∑ j, w i j * ((μ i - μ j) * (μ i - μ j))

/-- The chemical potential at site `i`: the partial derivative of the free energy `F` with
respect to the concentration there. -/
def chemicalPotential [DecidableEq ι] (F : (ι → ℝ) → ℝ) (x : ι → ℝ) : ι → ℝ :=
  fun i => fderiv ℝ F x (Pi.single i 1)

/-- A discrete Cahn-Hilliard flow: a path continuous for `t ≥ 0` that obeys
`x' = -L μ(x)` for `t > 0`. -/
def IsFlow [DecidableEq ι] (w : ι → ι → ℝ) (F : (ι → ℝ) → ℝ) (x : ℝ → ι → ℝ) : Prop :=
  ContinuousOn x (Ici 0) ∧
    ∀ t, 0 < t → HasDerivAt x (-laplacian w (chemicalPotential F (x t))) t

/-- The Cahn-Hilliard free energy: a local energy `W` at each site plus a penalty of
strength `κ` on concentration differences across bonds. -/
def landauEnergy (w : ι → ι → ℝ) (κ : ℝ) (W : ℝ → ℝ) (x : ι → ℝ) : ℝ :=
  ∑ i, W (x i) + κ / 4 * ∑ i, ∑ j, w i j * (x i - x j) ^ 2

/-- Discrete Green identity: summation by parts on a graph with symmetric weights. -/
theorem green_identity {w : ι → ι → ℝ} (hw : ∀ i j, w i j = w j i) (g f : ι → ℝ) :
    ∑ i, g i * laplacian w f i =
      1 / 2 * ∑ i, ∑ j, w i j * ((g i - g j) * (f i - f j)) := by
  -- exchanging the two ends of every bond flips the sign
  have h1 : ∑ i, ∑ j, w i j * (g j * (f i - f j)) =
      -∑ i, ∑ j, w i j * (g i * (f i - f j)) := by
    refine Finset.sum_comm.trans ?_
    simp only [← Finset.sum_neg_distrib]
    refine Finset.sum_congr rfl fun i _ => Finset.sum_congr rfl fun j _ => ?_
    rw [hw j i]
    ring
  have h2 : ∑ i, ∑ j, w i j * ((g i - g j) * (f i - f j)) =
      ∑ i, ∑ j, w i j * (g i * (f i - f j)) - ∑ i, ∑ j, w i j * (g j * (f i - f j)) := by
    simp only [← Finset.sum_sub_distrib]
    refine Finset.sum_congr rfl fun i _ => Finset.sum_congr rfl fun j _ => ?_
    ring
  have h3 : ∑ i, g i * laplacian w f i = ∑ i, ∑ j, w i j * (g i * (f i - f j)) := by
    simp only [laplacian, Finset.mul_sum]
    refine Finset.sum_congr rfl fun i _ => Finset.sum_congr rfl fun j _ => ?_
    ring
  rw [h3, h2, h1]
  ring

/-- The dissipation vanishes exactly when `μ` takes equal values at the two ends of every
bond of nonzero weight. -/
theorem dissipation_eq_zero_iff {w : ι → ι → ℝ} (hpos : ∀ i j, 0 ≤ w i j) (μ : ι → ℝ) :
    dissipation w μ = 0 ↔ ∀ i j, w i j ≠ 0 → μ i = μ j := by
  have hn : ∀ i j, 0 ≤ w i j * ((μ i - μ j) * (μ i - μ j)) := fun i j =>
    mul_nonneg (hpos i j) (mul_self_nonneg _)
  constructor
  · intro h i j hij
    have h0 : ∑ i, ∑ j, w i j * ((μ i - μ j) * (μ i - μ j)) = 0 := by
      unfold dissipation at h
      linarith
    have h1 := (Finset.sum_eq_zero_iff_of_nonneg
      (fun i _ => Finset.sum_nonneg fun j _ => hn i j)).1 h0 i (Finset.mem_univ i)
    have h2 := (Finset.sum_eq_zero_iff_of_nonneg (fun j _ => hn i j)).1 h1 j
      (Finset.mem_univ j)
    exact sub_eq_zero.1 (mul_self_eq_zero.1 ((mul_eq_zero.1 h2).resolve_left hij))
  · intro h
    have h0 : ∀ i j, w i j * ((μ i - μ j) * (μ i - μ j)) = 0 := by
      intro i j
      by_cases hij : w i j = 0
      · rw [hij, zero_mul]
      · rw [h i j hij, sub_self, mul_zero, mul_zero]
    simp only [dissipation, h0, Finset.sum_const_zero, mul_zero]

variable [DecidableEq ι]

/-- Along the flow the free energy changes at a rate equal to minus the dissipation of the
chemical potential. -/
theorem energy_rate {w : ι → ι → ℝ} (hw : ∀ i j, w i j = w j i) {F : (ι → ℝ) → ℝ}
    (hF : Differentiable ℝ F) {x : ℝ → ι → ℝ} (hx : IsFlow w F x) {t : ℝ} (ht : 0 < t) :
    HasDerivAt (fun s => F (x s)) (-dissipation w (chemicalPotential F (x t))) t := by
  -- the differential of F is the pairing with the chemical potential
  have hd : ∀ v : ι → ℝ, fderiv ℝ F (x t) v = ∑ i, v i * chemicalPotential F (x t) i := by
    intro v
    have hv : v = ∑ i, v i • (Pi.single i (1 : ℝ) : ι → ℝ) := by
      ext j
      simp [Finset.sum_apply, Pi.single_apply]
    conv_lhs => rw [hv]
    simp only [map_sum, map_smul, smul_eq_mul, chemicalPotential]
  refine ((hF (x t)).hasFDerivAt.comp_hasDerivAt t (hx.2 t ht)).congr_deriv ?_
  rw [map_neg, hd, dissipation, ← green_identity hw]
  simp only [mul_comm]

/-- Discrete Cahn-Hilliard flow conserves the total concentration, and its free energy never
increases. -/
theorem mass_conserved_and_energy_antitone {w : ι → ι → ℝ} (hw : ∀ i j, w i j = w j i)
    (hpos : ∀ i j, 0 ≤ w i j) {F : (ι → ℝ) → ℝ} (hF : Differentiable ℝ F)
    {x : ℝ → ι → ℝ} (hx : IsFlow w F x) :
    (∀ t, 0 ≤ t → ∑ i, x t i = ∑ i, x 0 i) ∧ AntitoneOn (fun t => F (x t)) (Ici 0) := by
  constructor
  · intro t ht
    rcases ht.eq_or_lt with rfl | ht
    · rfl
    have hc : ContinuousOn (fun s => ∑ i, x s i) (Icc 0 t) :=
      (by fun_prop : Continuous fun y : ι → ℝ => ∑ i, y i).comp_continuousOn
        (hx.1.mono Icc_subset_Ici_self)
    obtain ⟨c, _, h⟩ := exists_hasDerivAt_eq_slope _ (fun _ => (0 : ℝ)) ht hc (by
      intro s hs
      refine (HasDerivAt.fun_sum fun i _ => hasDerivAt_pi.1 (hx.2 s hs.1) i).congr_deriv ?_
      -- the currents through the bonds cancel in the total
      have h := green_identity hw (fun _ => 1) (chemicalPotential F (x s))
      simp only [one_mul, sub_self, zero_mul, mul_zero, Finset.sum_const_zero] at h
      simp only [Pi.neg_apply, Finset.sum_neg_distrib, h, neg_zero])
    rw [eq_div_iff (by linarith)] at h
    linarith
  · refine antitoneOn_of_deriv_nonpos (convex_Ici 0) (hF.continuous.comp_continuousOn hx.1)
      ?_ ?_
    · intro t ht
      rw [interior_Ici] at ht
      exact (energy_rate hw hF hx ht).differentiableAt.differentiableWithinAt
    · intro t ht
      rw [interior_Ici] at ht
      rw [(energy_rate hw hF hx ht).deriv, neg_nonpos]
      exact mul_nonneg (by norm_num) (Finset.sum_nonneg fun i _ => Finset.sum_nonneg
        fun j _ => mul_nonneg (hpos i j) (mul_self_nonneg _))

/-- If the states at two times differ, the free energy at the later time is strictly smaller than at
the earlier one. -/
theorem energy_strict_decrease {w : ι → ι → ℝ} (hw : ∀ i j, w i j = w j i)
    (hpos : ∀ i j, 0 ≤ w i j) {F : (ι → ℝ) → ℝ} (hF : Differentiable ℝ F)
    {x : ℝ → ι → ℝ} (hx : IsFlow w F x) {a b : ℝ} (ha : 0 ≤ a) (hab : a < b)
    (hne : x a ≠ x b) : F (x b) < F (x a) := by
  have anti := (mass_conserved_and_energy_antitone hw hpos hF hx).2
  by_contra hlt
  have hle : F (x a) ≤ F (x b) := not_lt.1 hlt
  -- without a decrease the energy is constant in between, so all currents vanish
  have hconst : ∀ s ∈ Ioo a b, F (x s) = F (x a) := fun s hs =>
    le_antisymm (anti ha (ha.trans hs.1.le) hs.1.le)
      (hle.trans (anti (ha.trans hs.1.le) (ha.trans hab.le) hs.2.le))
  have hzero : ∀ t ∈ Ioo a b, laplacian w (chemicalPotential F (x t)) = 0 := by
    intro t ht
    have h1 : HasDerivAt (fun s => F (x s)) 0 t :=
      (hasDerivAt_const t (F (x a))).congr_of_eventuallyEq
        (Filter.eventuallyEq_of_mem (Ioo_mem_nhds ht.1 ht.2) hconst)
    have h2 := (energy_rate hw hF hx (ha.trans_lt ht.1)).unique h1
    have h3 := (dissipation_eq_zero_iff hpos _).1 (neg_eq_zero.1 h2)
    ext i
    refine Finset.sum_eq_zero fun j _ => ?_
    by_cases hij : w i j = 0
    · rw [hij, zero_mul]
    · rw [h3 i j hij, sub_self, mul_zero]
  apply hne
  ext i
  obtain ⟨c, _, h⟩ := exists_hasDerivAt_eq_slope (fun s => x s i) (fun _ => (0 : ℝ)) hab
    (continuousOn_pi.1 (hx.1.mono fun s hs => ha.trans hs.1) i) (by
      intro s hs
      refine (hasDerivAt_pi.1 (hx.2 s (ha.trans_lt hs.1)) i).congr_deriv ?_
      simp [hzero s hs])
  rw [eq_div_iff (by linarith)] at h
  linarith

/-- The Cahn-Hilliard free energy is differentiable, and its chemical potential is
`W'(x) + κ L x`. -/
theorem landauEnergy_potential {w : ι → ι → ℝ} (hw : ∀ i j, w i j = w j i) (κ : ℝ)
    {W W' : ℝ → ℝ} (hW : ∀ u, HasDerivAt W (W' u) u) :
    Differentiable ℝ (landauEnergy w κ W) ∧ ∀ x, chemicalPotential (landauEnergy w κ W) x =
      fun i => W' (x i) + κ * laplacian w x i := by
  let p : ι → ((ι → ℝ) →L[ℝ] ℝ) := fun i => ContinuousLinearMap.proj i
  have hE : ∀ x, HasFDerivAt (landauEnergy w κ W) (∑ i, W' (x i) • p i +
      (κ / 4) • ∑ i, ∑ j, w i j • ((2 * (x i - x j)) • (p i - p j))) x := by
    intro x
    have hp : ∀ i, HasFDerivAt (fun y : ι → ℝ => y i) (p i) x := fun i => (p i).hasFDerivAt
    have h1 : ∀ i, HasFDerivAt (fun y : ι → ℝ => W (y i)) (W' (x i) • p i) x :=
      fun i => (hW (x i)).comp_hasFDerivAt x (hp i)
    have h2 : ∀ i j, HasFDerivAt (fun y : ι → ℝ => (y i - y j) ^ 2)
        ((2 * (x i - x j)) • (p i - p j)) x := by
      intro i j
      have hs : HasDerivAt (fun u : ℝ => u ^ 2) (2 * (x i - x j)) (x i - x j) := by
        simpa using hasDerivAt_pow 2 (x i - x j)
      exact hs.comp_hasFDerivAt x ((hp i).fun_sub (hp j))
    exact (HasFDerivAt.fun_sum fun i _ => h1 i).fun_add
      ((HasFDerivAt.fun_sum fun i _ => HasFDerivAt.fun_sum fun j _ =>
        (h2 i j).const_mul (w i j)).const_mul (κ / 4))
  refine ⟨fun x => (hE x).differentiableAt, fun x => ?_⟩
  ext k
  let v : ι → ℝ := Pi.single k 1
  have hv : ∀ f : ι → ℝ, ∑ i, v i * f i = f k := fun f => by simp [v, Pi.single_apply]
  have hg := green_identity hw v x
  rw [hv] at hg
  have hs : ∑ i, ∑ j, w i j * (2 * (x i - x j) * (v i - v j)) =
      2 * ∑ i, ∑ j, w i j * ((v i - v j) * (x i - x j)) := by
    simp only [Finset.mul_sum]
    refine Finset.sum_congr rfl fun i _ => Finset.sum_congr rfl fun j _ => ?_
    ring
  have hl : ∑ i, W' (x i) * v i = W' (x k) := by
    rw [← hv fun i => W' (x i)]
    exact Finset.sum_congr rfl fun i _ => mul_comm _ _
  have he : chemicalPotential (landauEnergy w κ W) x k = ∑ i, W' (x i) * v i +
      κ / 4 * ∑ i, ∑ j, w i j * (2 * (x i - x j) * (v i - v j)) := by
    change fderiv ℝ (landauEnergy w κ W) x v = _
    rw [(hE x).fderiv]
    simp [p, sum_apply]
  rw [he, hl, hs, hg]
  ring

/-- The double-well equation `x' = -L (x³ - x + κ L x)` conserves the total concentration and
never increases the corresponding Cahn-Hilliard free energy. -/
theorem doubleWell_flow {w : ι → ι → ℝ} (hw : ∀ i j, w i j = w j i)
    (hpos : ∀ i j, 0 ≤ w i j) (κ : ℝ) {x : ℝ → ι → ℝ} (hc : ContinuousOn x (Ici 0))
    (hx : ∀ t, 0 < t → HasDerivAt x
      (-laplacian w (fun i => x t i ^ 3 - x t i + κ * laplacian w (x t) i)) t) :
    (∀ t, 0 ≤ t → ∑ i, x t i = ∑ i, x 0 i) ∧
      AntitoneOn (fun t => landauEnergy w κ (fun u => (u ^ 2 - 1) ^ 2 / 4) (x t)) (Ici 0) := by
  have hW : ∀ u : ℝ, HasDerivAt (fun u : ℝ => (u ^ 2 - 1) ^ 2 / 4) (u ^ 3 - u) u := by
    intro u
    refine (((((hasDerivAt_id' u).fun_pow 2).sub_const 1).fun_pow 2).div_const 4).congr_deriv ?_
    norm_num
    ring
  obtain ⟨hd, hm⟩ := landauEnergy_potential hw κ hW
  refine mass_conserved_and_energy_antitone hw hpos hd ⟨hc, fun t ht => ?_⟩
  rw [hm]
  exact hx t ht

/-- On two sites joined by a unit bond, with local energy `u²/2` and `κ = 1`, the
concentrations `e^(-6t)` and `-e^(-6t)` form a discrete Cahn-Hilliard flow. -/
theorem isFlow_witness :
    IsFlow (fun _ _ : Fin 2 => (1 : ℝ)) (landauEnergy (fun _ _ => 1) 1 (fun u => u ^ 2 / 2))
      (fun t i => (![1, -1] : Fin 2 → ℝ) i * Real.exp (-6 * t)) := by
  have hW : ∀ u : ℝ, HasDerivAt (fun u : ℝ => u ^ 2 / 2) u u := by
    intro u
    refine ((hasDerivAt_pow 2 u).div_const 2).congr_deriv ?_
    norm_num
  have hm := (landauEnergy_potential (w := fun _ _ : Fin 2 => (1 : ℝ))
    (fun _ _ => rfl) 1 hW).2
  have hd : ∀ t : ℝ, HasDerivAt (fun (t : ℝ) (i : Fin 2) =>
      (![1, -1] : Fin 2 → ℝ) i * Real.exp (-6 * t))
      (fun i => (![1, -1] : Fin 2 → ℝ) i * (Real.exp (-6 * t) * (-6))) t := by
    intro t
    refine hasDerivAt_pi.2 fun i => ?_
    have h : HasDerivAt (fun s : ℝ => -6 * s) (-6) t := by
      simpa using (hasDerivAt_id' t).const_mul (-6 : ℝ)
    exact h.exp.const_mul _
  refine ⟨fun t _ => (hd t).continuousAt.continuousWithinAt, fun t _ => ?_⟩
  refine (hd t).congr_deriv ?_
  rw [hm]
  ext i
  fin_cases i <;> simp [laplacian, Fin.sum_univ_succ] <;> ring

end

end DiscreteCahnHilliard
```

```lean
#print axioms DiscreteCahnHilliard.mass_conserved_and_energy_antitone
#print axioms DiscreteCahnHilliard.energy_strict_decrease
#print axioms DiscreteCahnHilliard.doubleWell_flow
```

```
'DiscreteCahnHilliard.mass_conserved_and_energy_antitone' depends on axioms: [propext, Classical.choice, Quot.sound]
'DiscreteCahnHilliard.energy_strict_decrease' depends on axioms: [propext, Classical.choice, Quot.sound]
'DiscreteCahnHilliard.doubleWell_flow' depends on axioms: [propext, Classical.choice, Quot.sound]
```

## How the proof follows the derivation

`green_identity` is the summation by parts. Its step `h1` exchanges the two ends of every bond through `Finset.sum_comm`, `h2` splits the product of differences, and `h3` unfolds the Laplacian. `dissipation_eq_zero_iff` handles the equality case by applying twice the fact that a vanishing sum of nonnegative terms has only vanishing terms.

`energy_rate` is the formula for $dF/dt$. Its step `hd` expands a direction in unit vectors, which turns the Fréchet derivative into $\sum_i v_i\mu_i$. The chain rule and `green_identity` then produce minus the dissipation.

In the main theorem, the mass part applies the mean value theorem, `exists_hasDerivAt_eq_slope`, to the total concentration on $[0,t]$. Its derivative is zero by `green_identity` with the constant function 1. The energy part uses `antitoneOn_of_deriv_nonpos`, which needs continuity on $[0,\infty)$ but a derivative only in the interior, matching the definition of `IsFlow`.

`energy_strict_decrease` argues by contradiction. `hconst` shows that the energy is constant between the two times, `hzero` that the Laplacian of $\mu$ vanishes there, and the mean value theorem at each site gives equal end states.

`landauEnergy_potential` builds the full derivative in `hE`, evaluates it on a unit vector in `he`, and simplifies the bond sum with `green_identity`. `doubleWell_flow` computes $W'$ and rewrites the given equation as an `IsFlow`, so that the main theorem applies. `isFlow_witness` checks the two-site solution by differentiating it and comparing both components. Its weight function is 1 on the diagonal too, which is harmless because $f_i-f_i=0$.
